# A planar pair force that is odd and rotation-equivariant but does not conserve angular momentum

The plane is taken to be the complex numbers, so that the quarter turn $J$ is multiplication by $i$ and every rotation about the origin is multiplication by a complex number of modulus one. Two unit masses then move along curves $x_1, x_2:\mathbb R\to\mathbb C$ with velocities $v_1, v_2$, and the force on the first is a function $F$ of the separation $r=x_1-x_2$.

```lean
import Mathlib

open scoped ComplexConjugate

namespace PlanarOddForce

noncomputable section

/-- The planar cross product of two vectors, with the plane identified with `ℂ`. -/
def cross (z w : ℂ) : ℝ := z.re * w.im - z.im * w.re

/-- A planar force law that commutes with every rotation about the origin. -/
def RotationEquivariant (F : ℂ → ℂ) : Prop :=
  ∀ u z : ℂ, ‖u‖ = 1 → F (u * z) = u * F z

/-- The transverse force `J r`: the separation turned by a quarter turn. -/
def quarterTurn (r : ℂ) : ℂ := Complex.I * r

/-- Newton's equations for two unit masses with positions `x₁, x₂` and velocities `v₁, v₂`,
interacting through the pair force `F (x₁ - x₂)` and its opposite. -/
structure PairMotion (F : ℂ → ℂ) (x₁ x₂ v₁ v₂ : ℝ → ℂ) : Prop where
  pos₁ : ∀ t, HasDerivAt x₁ (v₁ t) t
  pos₂ : ∀ t, HasDerivAt x₂ (v₂ t) t
  vel₁ : ∀ t, HasDerivAt v₁ (F (x₁ t - x₂ t)) t
  vel₂ : ∀ t, HasDerivAt v₂ (-F (x₁ t - x₂ t)) t

/-- Total angular momentum of two unit masses about the origin. -/
def angularMomentum (x₁ x₂ v₁ v₂ : ℝ → ℂ) (t : ℝ) : ℝ :=
  cross (x₁ t) (v₁ t) + cross (x₂ t) (v₂ t)

/-- In the plane every rotation-equivariant force is odd. -/
theorem RotationEquivariant.odd {F : ℂ → ℂ} (hF : RotationEquivariant F) (z : ℂ) :
    F (-z) = -F z := by
  -- the half turn is a rotation
  have h := hF (-1) z (by simp)
  simpa using h

/-- The product rule for the planar cross product of two moving vectors. -/
theorem hasDerivAt_cross {z w : ℝ → ℂ} {z' w' : ℂ} {t : ℝ}
    (hz : HasDerivAt z z' t) (hw : HasDerivAt w w' t) :
    HasDerivAt (fun s => cross (z s) (w s)) (cross z' (w t) + cross (z t) w') t := by
  have re_part : ∀ {f : ℝ → ℂ} {f' : ℂ}, HasDerivAt f f' t →
      HasDerivAt (fun s => (f s).re) f'.re t :=
    fun h => Complex.reCLM.hasFDerivAt.comp_hasDerivAt t h
  have im_part : ∀ {f : ℝ → ℂ} {f' : ℂ}, HasDerivAt f f' t →
      HasDerivAt (fun s => (f s).im) f'.im t :=
    fun h => Complex.imCLM.hasFDerivAt.comp_hasDerivAt t h
  have h := ((re_part hz).fun_mul (im_part hw)).fun_sub ((im_part hz).fun_mul (re_part hw))
  unfold cross
  refine h.congr_deriv ?_
  ring

/-- Total momentum takes the same value at any two times. -/
theorem PairMotion.momentum_conserved {F : ℂ → ℂ} {x₁ x₂ v₁ v₂ : ℝ → ℂ}
    (h : PairMotion F x₁ x₂ v₁ v₂) (s t : ℝ) : v₁ s + v₂ s = v₁ t + v₂ t := by
  have hd : ∀ t, HasDerivAt (fun s => v₁ s + v₂ s) 0 t := fun t =>
    ((h.vel₁ t).fun_add (h.vel₂ t)).congr_deriv (add_neg_cancel _)
  exact is_const_of_deriv_eq_zero (fun t => (hd t).differentiableAt)
    (fun t => (hd t).deriv) s t

/-- The rate of change of total angular momentum is the cross product of the separation
with the pair force. -/
theorem PairMotion.hasDerivAt_angularMomentum {F : ℂ → ℂ} {x₁ x₂ v₁ v₂ : ℝ → ℂ}
    (h : PairMotion F x₁ x₂ v₁ v₂) (t : ℝ) :
    HasDerivAt (angularMomentum x₁ x₂ v₁ v₂)
      (cross (x₁ t - x₂ t) (F (x₁ t - x₂ t))) t := by
  have hd := (hasDerivAt_cross (h.pos₁ t) (h.vel₁ t)).fun_add
    (hasDerivAt_cross (h.pos₂ t) (h.vel₂ t))
  refine HasDerivAt.congr_deriv (f := angularMomentum x₁ x₂ v₁ v₂) hd ?_
  -- each velocity is parallel to itself, so only the torques remain
  simp only [cross, Complex.sub_re, Complex.sub_im, Complex.neg_re, Complex.neg_im]
  ring

/-- The quarter-turn pair force is rotation-equivariant and odd, and each of its motions
conserves total momentum, while total angular momentum changes at the rate `‖x₁ - x₂‖ ^ 2`. -/
theorem quarterTurn_counterexample :
    RotationEquivariant quarterTurn ∧ (∀ r, quarterTurn (-r) = -quarterTurn r) ∧
    ∀ x₁ x₂ v₁ v₂ : ℝ → ℂ, PairMotion quarterTurn x₁ x₂ v₁ v₂ →
      (∀ s t, v₁ s + v₂ s = v₁ t + v₂ t) ∧
      ∀ t, HasDerivAt (angularMomentum x₁ x₂ v₁ v₂) (‖x₁ t - x₂ t‖ ^ 2) t := by
  have hrot : RotationEquivariant quarterTurn := by
    intro u z _
    unfold quarterTurn
    ring
  -- the transverse force has the full separation as its lever arm
  have htorque : ∀ r : ℂ, cross r (quarterTurn r) = ‖r‖ ^ 2 := by
    intro r
    rw [Complex.sq_norm, Complex.normSq_apply]
    simp only [cross, quarterTurn, Complex.mul_re, Complex.mul_im, Complex.I_re, Complex.I_im]
    ring
  refine ⟨hrot, hrot.odd, fun x₁ x₂ v₁ v₂ h => ⟨h.momentum_conserved, fun t => ?_⟩⟩
  exact (h.hasDerivAt_angularMomentum t).congr_deriv (htorque _)

/-- The logarithmic spiral `c exp((1 + i) t)`. -/
def spiral (c : ℂ) (t : ℝ) : ℂ := c * Complex.exp ((1 + Complex.I) * t)

/-- The velocity along a logarithmic spiral is the spiral with amplitude `c (1 + i)`. -/
theorem hasDerivAt_spiral (c : ℂ) (t : ℝ) :
    HasDerivAt (spiral c) (spiral (c * (1 + Complex.I)) t) t := by
  have h : HasDerivAt (fun z : ℂ => c * Complex.exp ((1 + Complex.I) * z))
      (c * (1 + Complex.I) * Complex.exp ((1 + Complex.I) * t)) (t : ℂ) := by
    have h' := (((hasDerivAt_id' (t : ℂ)).const_mul (1 + Complex.I)).cexp).const_mul c
    refine h'.congr_deriv ?_
    ring
  exact h.comp_ofReal

/-- Two unit masses on opposite logarithmic spirals obey Newton's equations for the
quarter-turn force, and their distance at time `t` is `exp t`. -/
theorem quarterTurn_witness :
    PairMotion quarterTurn (spiral (1 / 2)) (spiral (-1 / 2))
      (spiral (1 / 2 * (1 + Complex.I))) (spiral (-1 / 2 * (1 + Complex.I))) ∧
    ∀ t, ‖spiral (1 / 2) t - spiral (-1 / 2) t‖ = Real.exp t := by
  refine ⟨⟨hasDerivAt_spiral _, hasDerivAt_spiral _, fun t => ?_, fun t => ?_⟩, fun t => ?_⟩
  -- both accelerations rest on (1 + i)² = 2i
  · refine (hasDerivAt_spiral _ t).congr_deriv ?_
    unfold quarterTurn spiral
    linear_combination (Complex.exp ((1 + Complex.I) * t) / 2) * Complex.I_sq
  · refine (hasDerivAt_spiral _ t).congr_deriv ?_
    unfold quarterTurn spiral
    linear_combination (-Complex.exp ((1 + Complex.I) * t) / 2) * Complex.I_sq
  · have h : spiral (1 / 2) t - spiral (-1 / 2) t = Complex.exp ((1 + Complex.I) * t) := by
      unfold spiral
      ring
    rw [h, Complex.norm_exp]
    simp

/-- If a rotation-equivariant pair force also commutes with complex conjugation, total angular
momentum takes the same value at any two times. -/
theorem PairMotion.angularMomentum_conserved_of_mirror {F : ℂ → ℂ} {x₁ x₂ v₁ v₂ : ℝ → ℂ}
    (h : PairMotion F x₁ x₂ v₁ v₂) (hrot : RotationEquivariant F)
    (hmir : ∀ z, F (conj z) = conj (F z)) (s t : ℝ) :
    angularMomentum x₁ x₂ v₁ v₂ s = angularMomentum x₁ x₂ v₁ v₂ t := by
  have central : ∀ z, cross z (F z) = 0 := by
    intro z
    by_cases hz : z = 0
    · simp [cross, hz]
    -- a rotation carries z to its mirror image
    have hu : ‖conj z / z‖ = 1 := by
      rw [norm_div, Complex.norm_conj, div_self (norm_ne_zero_iff.mpr hz)]
    have h1 := hrot (conj z / z) z hu
    rw [div_mul_cancel₀ _ hz, hmir] at h1
    have h2 : z * conj (F z) = conj z * F z := by
      rw [h1]
      field_simp
    have h3 := congrArg Complex.im h2
    simp only [Complex.mul_im, Complex.conj_re, Complex.conj_im] at h3
    unfold cross
    linarith
  have hd : ∀ t, HasDerivAt (angularMomentum x₁ x₂ v₁ v₂) 0 t := fun t =>
    (h.hasDerivAt_angularMomentum t).congr_deriv (central _)
  exact is_const_of_deriv_eq_zero (fun t => (hd t).differentiableAt)
    (fun t => (hd t).deriv) s t

end

end PlanarOddForce
```

```lean
#print axioms PlanarOddForce.quarterTurn_counterexample
#print axioms PlanarOddForce.PairMotion.angularMomentum_conserved_of_mirror
```

```
'PlanarOddForce.quarterTurn_counterexample' depends on axioms: [propext, Classical.choice, Quot.sound]
'PlanarOddForce.PairMotion.angularMomentum_conserved_of_mirror' depends on axioms: [propext, Classical.choice, Quot.sound]
```

## Torque from a transverse force

For $z,w\in\mathbb C$, write $z\times w=\operatorname{Re}z\,\operatorname{Im}w-\operatorname{Im}z\,\operatorname{Re}w$, which is also $\operatorname{Im}(\bar z w)$. Newton's equations are

$$\dot x_1=v_1,\qquad \dot x_2=v_2,\qquad \dot v_1=F(r),\qquad \dot v_2=-F(r).$$

Adding the last two gives $\frac{d}{dt}(v_1+v_2)=0$, so total momentum is constant. The total angular momentum is $L=x_1\times v_1+x_2\times v_2$, and the product rule gives

$$\dot L=v_1\times v_1+x_1\times F(r)+v_2\times v_2-x_2\times F(r)=r\times F(r),$$

because $v\times v=0$ for every $v$. Only the part of the force perpendicular to the separation contributes.

Now take $F(r)=Jr=ir$. With $r=a+ib$ we have $ir=-b+ia$, hence

$$\dot L=r\times ir=a\cdot a-b\cdot(-b)=a^2+b^2=\|r\|^2.$$

This force commutes with rotations, since $i(ur)=u(ir)$. It is also odd, as is every rotation-equivariant force in the plane: the half turn $u=-1$ is a rotation, so $F(-r)=-F(r)$. Oddness means that the same law, applied from the second particle's side, gives the opposite force. It says nothing about the direction of that force relative to $r$.

## A motion that gains angular momentum

The equations do have solutions with nonzero separation. Let $x_1(t)=\tfrac12e^{(1+i)t}$ and $x_2=-x_1$. Then $r=e^{(1+i)t}$ and, since $(1+i)^2=2i$,

$$\ddot x_1=\tfrac12(1+i)^2e^{(1+i)t}=i\,e^{(1+i)t}=Jr,\qquad \ddot x_2=-Jr.$$

The masses run outward on opposite logarithmic spirals at distance $\|r\|=e^t$, so $\dot L=e^{2t}>0$ at all times.

## The missing symmetry is a mirror

Suppose that $F$ is rotation-equivariant and also satisfies $F(\bar z)=\overline{F(z)}$, so that it commutes with reflection in the real axis. For $z\neq0$ the number $u=\bar z/z$ has modulus one and $uz=\bar z$. Therefore

$$\overline{F(z)}=F(\bar z)=F(uz)=\frac{\bar z}{z}F(z),\qquad\text{so}\qquad z\,\overline{F(z)}=\bar z\,F(z).$$

The right-hand side equals its own complex conjugate and is real. Its imaginary part, $z\times F(z)$, is zero. At $z=0$ the cross product vanishes trivially. The torque is thus zero for every separation, and $L$ is conserved. The quarter-turn force fails the mirror condition because reflection reverses the sense of rotation.

In three dimensions a similar argument needs no mirror: rotations about the axis along $r\neq0$ leave $r$ fixed, so they must leave $F(r)$ fixed, which makes $F(r)$ parallel to $r$.

## What the Lean statements say

`PairMotion F x₁ x₂ v₁ v₂` says that the four curves satisfy Newton's equations at every real time. The opposite force on the second mass is written into this structure, so momentum conservation follows for any `F`, with no symmetry assumption. `RotationEquivariant F` requires `F (u * z) = u * F z` whenever `‖u‖ = 1`, and `angularMomentum` is taken about the origin.

The main theorem, `quarterTurn_counterexample`, states that `quarterTurn` is rotation-equivariant and odd, and that each of its motions has constant total momentum and an angular momentum with derivative `‖x₁ t - x₂ t‖ ^ 2`. If the masses coincide at some instant, this rate is zero there. `quarterTurn_witness` supplies the spiral motion and its distance, and `PairMotion.angularMomentum_conserved_of_mirror` gives conservation under the added reflection symmetry.

The model has two particles, unit masses and a force depending on separation alone. The coefficient of $Jr$ is set to one, which fixes the unit of time. The growth of this force with distance is chosen for simplicity and is not meant to describe a real interaction. Transverse forces do occur as effective interactions, for example between spinning bodies in a fluid, where the spins and the fluid also carry angular momentum that $L$ leaves out.

## How the proofs follow the calculation

`hasDerivAt_cross` is the product rule, obtained by differentiating real and imaginary parts separately. `PairMotion.hasDerivAt_angularMomentum` applies it to both particles; expanding the cross products and calling `ring` cancels the $v\times v$ terms and leaves $r\times F(r)$. Inside the main theorem, `htorque` is the identity $r\times ir=\|r\|^2$, and oddness comes from `RotationEquivariant.odd`.

For the spiral, `hasDerivAt_spiral` says that differentiation multiplies the amplitude by $1+i$. Two applications give the acceleration, and `linear_combination` with `Complex.I_sq` supplies $i^2=-1$. In the mirror theorem, `h2` is the equation $z\,\overline{F(z)}=\bar z\,F(z)$, and comparing imaginary parts yields zero torque. Both conservation laws end with the fact that a function whose derivative vanishes everywhere is constant.

## The same torque in a Verlet step

When a molecular dynamics code adds a pair force to one particle and subtracts it from the other, that force leaves total momentum unchanged, up to rounding. Whether it also leaves angular momentum unchanged depends on the torque $r\times F(r)$. For the two unit masses here, without periodic boundaries, a velocity Verlet step of length $h$ from separation $r_n$ to $r_{n+1}$ changes $L$ by

$$\frac h2\bigl(r_n\times F(r_n)+r_{n+1}\times F(r_{n+1})\bigr).$$

The drift $x\mapsto x+hv$ leaves $x\times v$ unchanged, and each half kick adds $\frac h2\,r\times F(r)$. With the quarter-turn force the change is $\frac h2(\|r_n\|^2+\|r_{n+1}\|^2)$, so in this two-particle model a steady growth of $L$ comes from the force law and is no sign of a faulty integrator. This discrete formula and the three-dimensional remark rest on the short arguments given here, not on the Lean file.
